# A bond energy of two power laws with different exponents has a minimum exactly when the repulsion decays faster

I have a tight-binding model of a single bond with energy $E(r)=B\,r^{-m}-A\,r^{-n}$ at distance $r>0$, where $A,B,n,m>0$ and $m\neq n$. The first term is the repulsion. The second is the bonding energy, which follows the distance scaling of a Slater-Koster hopping integral. I have read that a minimum exists exactly when $m>n$, and that at the minimum $r_0$ the stiffness obeys $r_0^2E''(r_0)=nm\,|E(r_0)|$.

Two things bother me. Could a clever choice of $A$ and $B$ not produce a bond even when $m<n$? And how can the stiffness be symmetric in $n$ and $m$, when the repulsion is the steep term and ought to dominate it?

## The exponents decide whether there is a bond, and their product sets its stiffness relative to its depth

Both statements are correct. For $m<n$ no choice of positive $A$ and $B$ helps: the forces still balance at one distance, but the energy has a maximum there. For $m>n$ the minimum is unique and global on $r>0$, and it lies at

$$r_0=\left(\frac{mB}{nA}\right)^{1/(m-n)} .$$

The symmetry of the stiffness comes from measuring it against the well depth, which itself depends on both exponents.

### Force balance, and the sign of the extremum

Differentiating once and twice gives

$$E'(r)=\frac{nA\,r^{-n}-mB\,r^{-m}}{r},\qquad r^2E''(r)=m(m+1)B\,r^{-m}-n(n+1)A\,r^{-n}.$$

At a local minimum $E'(r_0)=0$, so $mB\,r_0^{-m}=nA\,r_0^{-n}$. Multiplying by $r_0^m$ and dividing by $nA$ gives $r_0^{m-n}=mB/(nA)$. Since $m\neq n$, this has exactly one positive solution, the length above.

Now take a balanced distance $r_0$ and suppose $m>n$. Write $K=A\,r_0^{-n}>0$ for the bonding energy there, so that balance reads $B\,r_0^{-m}=(n/m)K$. With $s=r/r_0$ and $y=s^{-n}$ we have $s^{-m}=y^{m/n}$, and therefore

$$E(r)-E(r_0)=K\left[\frac nm\left(y^{m/n}-1\right)-(y-1)\right].$$

The strict Bernoulli inequality says $y^{p}>1+p(y-1)$ for $p>1$, $y>0$ and $y\neq1$. With $p=m/n$ it makes the bracket positive whenever $r\neq r_0$. The balanced distance is thus a strict global minimum.

If $m<n$, look at $-E(r)=A\,r^{-n}-B\,r^{-m}$. This is an energy of the same form with the two terms exchanged, its "repulsion" now decays faster, and the balance condition is the same. So $-E$ has a strict minimum at $r_0$ and $E$ has a strict maximum. A local minimum would have to sit at a balanced distance, so there is none.

### Well depth and stiffness

Inserting balance into the energy gives

$$E(r_0)=\frac nm K-K=-\left(1-\frac nm\right)K,$$

which is negative for $m>n$. The repulsion cancels the fraction $n/m$ of the bonding energy.

For the stiffness, add $nm\,E(r)$ to the curvature formula and collect terms:

$$r^2E''(r)+nm\,E(r)=(m+n+1)\left(mB\,r^{-m}-nA\,r^{-n}\right).$$

The right-hand side vanishes at balance, so $r_0^2E''(r_0)=-nm\,E(r_0)=nm\,|E(r_0)|$. This answers your second doubt. Exchanging the two terms, $A$ with $B$ and $n$ with $m$, keeps $r_0$ and reverses the sign of both $E$ and $E''$, so the ratio $r_0^2E''(r_0)/E(r_0)$ is unchanged. By the identity above this ratio does not depend on $A$ or $B$, so it must be symmetric in $n$ and $m$ alone. The repulsion does contribute the positive part of the curvature, but a change of either exponent also changes the depth that you divide by.

For $n=2$ and $m=4$, balance reads $4B/r_0^4=2A/r_0^2$. Hence $r_0^2=2B/A$, and the depth formula gives $E(r_0)=-\tfrac12A/r_0^2=-A^2/(4B)$.

In fitting a tight-binding model of this single-bond, pure power-law form, the length, depth and stiffness of the bond therefore determine the exponents only through their product $nm$, and separating them takes further data.

### The same statements in Lean

```lean
import Mathlib

open Filter Topology

namespace SlaterKosterScaling

noncomputable section

/-- Bond energy at distance `r > 0`: a repulsion `B r^(-m)` minus a bonding energy `A r^(-n)`
that follows the distance scaling of the hopping. -/
def bondEnergy (A B n m r : ℝ) : ℝ := B * r ^ (-m) - A * r ^ (-n)

/-- The length `(m B / (n A))^(1/(m - n))`, for positive `A`, `B`, `n`, `m` with `m ≠ n`. -/
def bondLength (A B n m : ℝ) : ℝ := (m * B / (n * A)) ^ (m - n)⁻¹

variable {A B n m r r₀ : ℝ}

/-- The slope of the bond energy at a distance `r > 0`. -/
theorem hasDerivAt_bondEnergy (hr : 0 < r) :
    HasDerivAt (bondEnergy A B n m) ((n * A * r ^ (-n) - m * B * r ^ (-m)) / r) r := by
  have h1 := (Real.hasDerivAt_rpow_const (x := r) (p := -m) (Or.inl hr.ne')).const_mul B
  have h2 := (Real.hasDerivAt_rpow_const (x := r) (p := -n) (Or.inl hr.ne')).const_mul A
  have h : HasDerivAt (bondEnergy A B n m) _ r := h1.sub h2
  refine h.congr_deriv ?_
  rw [Real.rpow_sub_one hr.ne', Real.rpow_sub_one hr.ne']
  ring

/-- The curvature of the bond energy at a distance `r > 0`, multiplied by `r²`. -/
theorem sq_mul_curvature (hr : 0 < r) :
    r ^ 2 * deriv (deriv (bondEnergy A B n m)) r
      = m * (m + 1) * B * r ^ (-m) - n * (n + 1) * A * r ^ (-n) := by
  have hp : ∀ x : ℝ, 0 < x → ∀ k : ℝ, x ^ (-(k + 1)) = x ^ (-k) / x := by
    intro x hx k
    rw [neg_add', Real.rpow_sub_one hx.ne']
  -- the slope is again a difference of two powers, so the first derivative formula applies twice
  have h : deriv (bondEnergy A B n m) =ᶠ[𝓝 r] bondEnergy (m * B) (n * A) (m + 1) (n + 1) := by
    filter_upwards [lt_mem_nhds hr] with x hx
    rw [(hasDerivAt_bondEnergy hx).deriv, bondEnergy, hp x hx n, hp x hx m]
    ring
  rw [h.deriv_eq, (hasDerivAt_bondEnergy hr).deriv, hp r hr m, hp r hr n]
  generalize r ^ (-m) = u
  generalize r ^ (-n) = v
  field_simp

/-- For positive parameters with `m ≠ n`, the repulsive and bonding forces balance at exactly one
distance, the bond length. -/
theorem balance_iff (hA : 0 < A) (hB : 0 < B) (hn : 0 < n) (hm : 0 < m) (hmn : m ≠ n)
    (hr : 0 < r) :
    m * B * r ^ (-m) = n * A * r ^ (-n) ↔ r = bondLength A B n m := by
  have hd : m - n ≠ 0 := sub_ne_zero.mpr hmn
  have hX : 0 ≤ m * B / (n * A) := by positivity
  have hnA : n * A ≠ 0 := by positivity
  have hu : 0 < r ^ (-m) := Real.rpow_pos_of_pos hr _
  have hv : r ^ (-n) = r ^ (m - n) * r ^ (-m) := by
    rw [← Real.rpow_add hr]
    congr 1
    ring
  constructor
  · intro h
    have hX' : r ^ (m - n) = m * B / (n * A) := by
      rw [eq_div_iff hnA]
      apply mul_right_cancel₀ hu.ne'
      rw [hv] at h
      linear_combination -h
    rw [bondLength, ← hX', Real.rpow_rpow_inv hr.le hd]
  · intro h
    have hX' : r ^ (m - n) = m * B / (n * A) := by
      rw [h, bondLength, Real.rpow_inv_rpow hX hd]
    rw [eq_div_iff hnA] at hX'
    rw [hv]
    linear_combination (-r ^ (-m)) * hX'

/-- If the repulsion decays faster than the bonding energy (`0 < n < m`, `A > 0`), a distance at
which the forces balance has strictly lower energy than every other distance. -/
theorem energy_lt_of_balance (hA : 0 < A) (hn : 0 < n) (hnm : n < m) (hr₀ : 0 < r₀)
    (hbal : m * B * r₀ ^ (-m) = n * A * r₀ ^ (-n)) (hr : 0 < r) (hne : r ≠ r₀) :
    bondEnergy A B n m r₀ < bondEnergy A B n m r := by
  have hm : 0 < m := hn.trans hnm
  have hs : 0 < r / r₀ := div_pos hr hr₀
  have hscale : ∀ k : ℝ, r ^ (-k) = (r / r₀) ^ (-k) * r₀ ^ (-k) := by
    intro k
    rw [← Real.mul_rpow hs.le hr₀.le, div_mul_cancel₀ _ hr₀.ne']
  have e : n * (m / n) = m := by field_simp
  have hz : ((r / r₀) ^ (-n)) ^ (m / n) = (r / r₀) ^ (-m) := by
    rw [← Real.rpow_mul hs.le, neg_mul, e]
  have hy : 0 < (r / r₀) ^ (-n) := Real.rpow_pos_of_pos hs _
  have hy1 : (r / r₀) ^ (-n) ≠ 1 := by
    intro h
    have h' := Real.rpow_rpow_inv hs.le (neg_ne_zero.mpr hn.ne')
    rw [h, Real.one_rpow] at h'
    exact hne ((div_eq_one_iff_eq hr₀.ne').mp h'.symm)
  -- strict Bernoulli inequality with exponent m / n > 1
  have hb := one_add_mul_self_lt_rpow_one_add (s := (r / r₀) ^ (-n) - 1) (by linarith)
    (sub_ne_zero.mpr hy1) ((one_lt_div hn).mpr hnm)
  rw [add_sub_cancel, hz] at hb
  have hK : 0 < A * r₀ ^ (-n) := mul_pos hA (Real.rpow_pos_of_pos hr₀ _)
  rw [bondEnergy, bondEnergy, hscale m, hscale n]
  generalize (r / r₀) ^ (-n) = y at *
  generalize (r / r₀) ^ (-m) = z at *
  generalize r₀ ^ (-n) = v at *
  generalize r₀ ^ (-m) = u at *
  have h1 := mul_lt_mul_of_pos_left hb hn
  have h2 : n * (1 + m / n * (y - 1)) = n + m * (y - 1) := by
    linear_combination (y - 1) * e
  have h3 : m * (y - 1) < n * (z - 1) := by linarith
  have h4 := mul_lt_mul_of_pos_left h3 hK
  have h5 : m * ((B * (z * u) - A * (y * v)) - (B * u - A * v))
      = A * v * (n * (z - 1)) - A * v * (m * (y - 1)) := by
    linear_combination (z - 1) * hbal
  have h6 : 0 < m * ((B * (z * u) - A * (y * v)) - (B * u - A * v)) := by
    rw [h5]
    linarith
  exact sub_pos.mp ((mul_pos_iff_of_pos_left hm).mp h6)

/-- At a local minimum of the bond energy at a distance `r₀ > 0`, the repulsive and bonding forces
balance. -/
theorem balance_of_isLocalMin (hr₀ : 0 < r₀) (h : IsLocalMin (bondEnergy A B n m) r₀) :
    m * B * r₀ ^ (-m) = n * A * r₀ ^ (-n) := by
  have h0 := h.hasDerivAt_eq_zero (hasDerivAt_bondEnergy hr₀)
  have h1 := (div_eq_zero_iff.mp h0).resolve_right hr₀.ne'
  linarith

/-- Where the forces balance and `m ≠ 0`, the bond energy is minus the fraction `1 - n/m` of the
bonding energy `A r₀^(-n)`. -/
theorem well_depth (hm : m ≠ 0) (hbal : m * B * r₀ ^ (-m) = n * A * r₀ ^ (-n)) :
    bondEnergy A B n m r₀ = -((1 - n / m) * (A * r₀ ^ (-n))) := by
  have h : B * r₀ ^ (-m) = n / m * (A * r₀ ^ (-n)) := by
    rw [div_mul_eq_mul_div, eq_div_iff hm]
    linear_combination hbal
  rw [bondEnergy]
  linear_combination h

/-- For positive parameters with `m ≠ n`, the bond energy has a local minimum at a positive
distance exactly when `n < m`. Any such minimum sits at the bond length, is strictly lower than
the energy at every other distance, and obeys `r₀² E''(r₀) = n m |E(r₀)|`. -/
theorem bond_minimum (hA : 0 < A) (hB : 0 < B) (hn : 0 < n) (hm : 0 < m) (hmn : m ≠ n) :
    ((∃ r₀ > 0, IsLocalMin (bondEnergy A B n m) r₀) ↔ n < m) ∧
    ∀ r₀ > 0, IsLocalMin (bondEnergy A B n m) r₀ →
      r₀ = bondLength A B n m ∧
      (∀ r > 0, r ≠ r₀ → bondEnergy A B n m r₀ < bondEnergy A B n m r) ∧
      r₀ ^ 2 * deriv (deriv (bondEnergy A B n m)) r₀ = n * m * |bondEnergy A B n m r₀| := by
  have key : ∀ r₀ > 0, IsLocalMin (bondEnergy A B n m) r₀ → n < m := by
    intro r₀ hr₀ h
    by_contra hle
    have hlt : m < n := lt_of_le_of_ne (not_lt.mp hle) hmn
    have hbal := balance_of_isLocalMin hr₀ h
    -- a nearby distance different from r₀ has lower energy, by exchanging the two terms
    have h1 : ∀ᶠ x in 𝓝[≠] r₀, bondEnergy A B n m r₀ ≤ bondEnergy A B n m x :=
      Filter.Eventually.filter_mono nhdsWithin_le_nhds h
    have h2 : ∀ᶠ x in 𝓝[≠] r₀, 0 < x :=
      Filter.Eventually.filter_mono nhdsWithin_le_nhds (lt_mem_nhds hr₀)
    have h3 : ∀ᶠ x in 𝓝[≠] r₀, x ≠ r₀ := self_mem_nhdsWithin
    obtain ⟨x, ⟨hx1, hx2⟩, hx3⟩ := ((h1.and h2).and h3).exists
    have h4 := energy_lt_of_balance hB hm hlt hr₀ hbal.symm hx2 hx3
    simp only [bondEnergy] at h4 hx1
    linarith
  refine ⟨⟨fun ⟨r₀, hr₀, h⟩ => key r₀ hr₀ h, fun hnm => ?_⟩, fun r₀ hr₀ h => ?_⟩
  · have hpos : 0 < bondLength A B n m := Real.rpow_pos_of_pos (by positivity) _
    have hbal := (balance_iff hA hB hn hm hmn hpos).mpr rfl
    refine ⟨bondLength A B n m, hpos, ?_⟩
    change ∀ᶠ x in 𝓝 (bondLength A B n m),
      bondEnergy A B n m (bondLength A B n m) ≤ bondEnergy A B n m x
    filter_upwards [lt_mem_nhds hpos] with x hx
    by_cases hxe : x = bondLength A B n m
    · rw [hxe]
    · exact (energy_lt_of_balance hA hn hnm hpos hbal hx hxe).le
  · have hnm := key r₀ hr₀ h
    have hbal := balance_of_isLocalMin hr₀ h
    refine ⟨(balance_iff hA hB hn hm hmn hr₀).mp hbal,
      fun r hr hne => energy_lt_of_balance hA hn hnm hr₀ hbal hr hne, ?_⟩
    have hneg : bondEnergy A B n m r₀ < 0 := by
      rw [well_depth hm.ne' hbal]
      exact neg_neg_of_pos (mul_pos (sub_pos.mpr ((div_lt_one hm).mpr hnm))
        (mul_pos hA (Real.rpow_pos_of_pos hr₀ _)))
    rw [abs_of_neg hneg, sq_mul_curvature hr₀, bondEnergy]
    linear_combination (m + n + 1) * hbal

/-- For a bonding energy `A/r²` and a repulsion `B/r⁴` with `A, B > 0`, a minimum at `r₀ > 0` has
`r₀² = 2B/A` and energy `-A²/(4B)`. -/
theorem inverse_square_bond (hA : 0 < A) (hB : 0 < B) (hr₀ : 0 < r₀)
    (h : IsLocalMin (bondEnergy A B 2 4) r₀) :
    r₀ ^ 2 = 2 * B / A ∧ bondEnergy A B 2 4 r₀ = -A ^ 2 / (4 * B) := by
  have h4 : r₀ ^ (-(4 : ℝ)) = ((r₀ ^ 2) ^ 2)⁻¹ := by
    have h' : r₀ ^ (4 : ℝ) = r₀ ^ 4 := by exact_mod_cast Real.rpow_natCast r₀ 4
    rw [Real.rpow_neg hr₀.le, h']
    ring
  have h2 : r₀ ^ (-(2 : ℝ)) = (r₀ ^ 2)⁻¹ := by
    have h' : r₀ ^ (2 : ℝ) = r₀ ^ 2 := by exact_mod_cast Real.rpow_natCast r₀ 2
    rw [Real.rpow_neg hr₀.le, h']
  have hb := balance_of_isLocalMin hr₀ h
  rw [h4, h2] at hb
  have hs : 0 < r₀ ^ 2 := by positivity
  rw [bondEnergy, h4, h2]
  generalize r₀ ^ 2 = s at *
  have h5 : 4 * B = 2 * A * s := by
    calc 4 * B = (4 * B * (s ^ 2)⁻¹) * s ^ 2 := by field_simp
      _ = (2 * A * s⁻¹) * s ^ 2 := by rw [hb]
      _ = 2 * A * s := by field_simp
  have hsq : s = 2 * B / A := by
    rw [eq_div_iff hA.ne']
    linarith
  refine ⟨hsq, ?_⟩
  rw [hsq]
  field_simp
  ring

end

end SlaterKosterScaling
```

```lean
#print axioms SlaterKosterScaling.bond_minimum
-- 'SlaterKosterScaling.bond_minimum' depends on axioms: [propext, Classical.choice, Quot.sound]
#print axioms SlaterKosterScaling.inverse_square_bond
-- 'SlaterKosterScaling.inverse_square_bond' depends on axioms: [propext, Classical.choice, Quot.sound]
```

`bondEnergy A B n m r` is $E(r)$, and `bondLength A B n m` is the closed formula for $r_0$. All parameters are real numbers, so the exponents need not be integers. Distances are pure numbers, measured in some fixed unit of length, which makes $A$ and $B$ energies.

The main theorem, `bond_minimum`, assumes that `A`, `B`, `n` and `m` are positive and that `m ≠ n`. Its first part says that a local minimum at some positive distance exists if and only if `n < m`. Its second part says three things about any such minimum `r₀`: it equals the bond length, its energy is strictly below that at every other positive distance, and it obeys the stiffness relation. `IsLocalMin` is the weak notion, $E(r_0)\le E(r)$ for all $r$ near $r_0$, so strictness is a conclusion. The expression `deriv (deriv (bondEnergy A B n m)) r₀` is the actual second derivative of the energy. Lean also assigns values to the powers at $r\le0$, which have no physical meaning here, and the conditions `r₀ > 0` and `r > 0` keep them out.

The hypothesis `m ≠ n` has to exclude at least the case $m=n$ with $A=B$. There the energy is zero at every $r>0$, and every distance is a local minimum although $n<m$ fails.

`inverse_square_bond` treats $n=2$, $m=4$. It takes a local minimum as given and returns its squared length and its energy; that one exists follows from `bond_minimum`, since $2<4$.

The physics enters through the two postulated terms:

- **The bonding energy $A\,r^{-n}$.** It stands for the energy gained by filling bonding states. For two equal levels in an orthogonal basis with fixed occupation, this gain is linear in the hopping, and $n$ is then the hopping exponent. If the gain is instead of second order in the hopping, $n$ is twice that exponent, and the repulsion has to decay faster than the hopping squared.
- **The repulsion $B\,r^{-m}$.** It stands for the short-range energy cost of pushing two atoms together, and its power-law form is assumed.

The model has one distance and constant prefactors. Cutoff functions, exponential factors, bond angles and charge transfer that varies with distance are all left out.

### From the slope to the main theorem

`hasDerivAt_bondEnergy` is the power rule applied to each term. `sq_mul_curvature` saves a second calculation by noticing that the slope is again a difference of two powers, namely `bondEnergy (m * B) (n * A) (m + 1) (n + 1)` near `r`. The first derivative formula can then be applied to it once more.

`balance_of_isLocalMin` sets the slope to zero at a local minimum and clears the division by $r_0$. `balance_iff` solves the balance equation in both directions, by writing $r^{-n}=r^{m-n}r^{-m}$ and taking the real root of order $m-n$.

`energy_lt_of_balance` is the Bernoulli argument. `hscale` splits each power into one of $r/r_0$ and one of $r_0$, `hz` is the identity $s^{-m}=y^{m/n}$, and `hy1` shows $y\neq1$ from $r\neq r_0$. The inequality comes from Mathlib's `one_add_mul_self_lt_rpow_one_add`, used with $y-1$ as its variable. The `generalize` steps then replace the four powers by letters, and `h5` uses balance to rewrite $m$ times the energy difference, as in the bracket above.

`well_depth` is the depth formula. It needs only balance and $m\neq0$.

In `bond_minimum`, the step `key` shows that a local minimum forces `n < m`. If instead $m<n$, it picks a positive distance `x` different from `r₀` but close enough that $E(r_0)\le E(x)$. Calling `energy_lt_of_balance` with the two terms exchanged gives $-E(r_0)<-E(x)$, a contradiction. For the converse, the bond length is balanced by `balance_iff`, and `energy_lt_of_balance` makes it a minimum.

The stiffness relation first uses `well_depth` to show that the energy at `r₀` is negative, which resolves the absolute value. The closing line, `linear_combination (m + n + 1) * hbal`, is the identity for $r^2E''+nm\,E$ evaluated at balance, with the same factor $m+n+1$.

In `inverse_square_bond` the real powers are first turned into ordinary ones. The balance equation then becomes $4B=2A\,r_0^2$, from which both values follow.
